# Every Bernstein form of \((2t-1)^2\) has a negative coefficient

Q: A particle in the first excited state of a box of length \(L\) has a density proportional to \(\sin^2(2\pi x/L)\). With \(t=x/L\), this vanishes at \(t=1/2\), and near that node it is proportional to \((2t-1)^2\) to leading order. Suppose I fit such a density by a polynomial in Bernstein form,

\[
B(t)=\sum_{k=0}^{n} c_k\, b_{n,k}(t),\qquad b_{n,k}(t)=\binom nk t^k(1-t)^{n-k},
\]

and require every \(c_k\ge 0\) to keep it nonnegative. Do I lose anything?

A: You lose the node. On \([0,1]\) the weights \(b_{n,k}\) are nonnegative, so nonnegative coefficients do give \(B\ge 0\). The converse fails. Take \(0<t<1\) with \(B(t)=0\), and suppose all \(c_k\ge0\). Every term \(c_k b_{n,k}(t)\) is nonnegative and their sum is zero, so every term is zero. Inside the interval \(b_{n,k}(t)>0\), hence every \(c_k=0\), and \(B\) is the zero function. A form that has an interior zero but is not identically zero must therefore have a negative coefficient.

For \((2t-1)^2\), the zero is at \(t=1/2\) and the value at \(t=0\) is \(1\), so the argument applies in whatever degree it is written.

Q: Does it have a Bernstein form in every degree? Otherwise the statement could be empty.

A: It has one for every \(n\ge2\), with

\[
c_k=\frac{(2k-n)^2-n}{n(n-1)}.
\]

To check this, read \(b_{n,k}(t)\) as binomial probabilities. Their total, mean and variance are

\[
\sum_k b_{n,k}=1,\qquad \sum_k k\,b_{n,k}=nt,\qquad \sum_k (nt-k)^2 b_{n,k}=nt(1-t).
\]

Expanding the square on the right confirms that

\[
(2k-n)^2=4(nt-k)^2+(8nt-4n)k+n^2-4n^2t^2 .
\]

Subtract \(n\), multiply by \(b_{n,k}(t)\) and sum over \(k\):

\[
4nt(1-t)+(8nt-4n)nt+n^2-4n^2t^2-n
=(n^2-n)(4t^2-4t+1)=n(n-1)(2t-1)^2 .
\]

Division by \(n(n-1)\) gives the claim. These are the only coefficients in degree \(n\), because \(b_{n,0},\dots,b_{n,n}\) form a basis of the polynomials of degree at most \(n\); this uniqueness is not among the theorems below. For \(n=2\) the coefficients are \(1,-1,1\), and indeed \((1-t)^2-2t(1-t)+t^2=(2t-1)^2\). In degrees 0 and 1 the form is constant or linear and cannot equal the square on \([0,1]\).

Q: Now the formal version. What are the objects?

A: Real functions of a real variable, with the weights written out explicitly.

```lean
import Mathlib

open Finset

namespace BernsteinPositivity

noncomputable section

/-- The Bernstein weight `choose(n,k) t^k (1-t)^(n-k)`. -/
def basis (n k : ℕ) (t : ℝ) : ℝ := (n.choose k : ℝ) * t ^ k * (1 - t) ^ (n - k)

/-- The Bernstein form of degree `n` with coefficients `c 0, ..., c n`. -/
def bernsteinForm (n : ℕ) (c : ℕ → ℝ) (t : ℝ) : ℝ :=
  ∑ k ∈ range (n + 1), c k * basis n k t

/-- The coefficients `((2k-n)^2 - n) / (n(n-1))`, used below to represent `(2t-1)^2`. -/
def squareCoeff (n k : ℕ) : ℝ :=
  ((2 * (k : ℝ) - n) ^ 2 - n) / ((n : ℝ) * ((n : ℝ) - 1))
```

`basis n k t` is \(b_{n,k}(t)\), and `bernsteinForm n c t` is \(B(t)\). The coefficients are a function `c : ℕ → ℝ`, of which only the values at \(0,\dots,n\) enter, because `range (n + 1)` stops at \(n\). `squareCoeff n k` is the explicit \(c_k\) above. The variable \(t\) is dimensionless, so a physical interval has to be rescaled to \([0,1]\) first.

The next lemma identifies the weight with the value of Mathlib's Bernstein polynomial, which makes the binomial moments available later.

```lean
/-- The Bernstein weight is the value of Mathlib's Bernstein polynomial. -/
lemma eval_bernstein (n k : ℕ) (t : ℝ) :
    (bernsteinPolynomial ℝ n k).eval t = basis n k t := by
  simp [bernsteinPolynomial, basis]
```

Q: And the safe direction, from coefficients to density?

A: It holds on the closed interval, endpoints included.

```lean
/-- Nonnegative Bernstein coefficients give a function that is nonnegative on `[0,1]`. -/
theorem nonneg_of_coeff_nonneg (n : ℕ) (c : ℕ → ℝ) (hc : ∀ k ≤ n, 0 ≤ c k)
    (t : ℝ) (h0 : 0 ≤ t) (h1 : t ≤ 1) : 0 ≤ bernsteinForm n c t := by
  have h1' : 0 ≤ 1 - t := by linarith
  refine Finset.sum_nonneg fun k hk => ?_
  have hk' : k ≤ n := by
    have := Finset.mem_range.mp hk
    omega
  have hb : 0 ≤ basis n k t := by
    unfold basis
    positivity
  exact mul_nonneg (hc k hk') hb
```

The proof is the termwise argument: `positivity` shows that the weight is nonnegative, and `Finset.sum_nonneg` adds up the products.

Q: Where is the node argument?

A: Here. The point `t` is the interior zero, and `s` is any real point at which the form does not vanish; `s` need not lie in \([0,1]\).

```lean
/-- A Bernstein form that vanishes at a point inside `(0,1)` without vanishing everywhere
has a negative coefficient. -/
theorem exists_neg_coeff_of_interior_zero (n : ℕ) (c : ℕ → ℝ) (t s : ℝ)
    (h0 : 0 < t) (h1 : t < 1) (hz : bernsteinForm n c t = 0)
    (hs : bernsteinForm n c s ≠ 0) : ∃ k ≤ n, c k < 0 := by
  by_contra hcon
  have hc : ∀ k ≤ n, 0 ≤ c k := fun k hk =>
    le_of_not_gt fun hneg => hcon ⟨k, hk, hneg⟩
  have h1' : 0 < 1 - t := by linarith
  -- every weight is strictly positive at an interior point
  have hb : ∀ k ≤ n, 0 < basis n k t := by
    intro k hk
    have hch : (0 : ℝ) < (n.choose k : ℝ) := by exact_mod_cast Nat.choose_pos hk
    unfold basis
    positivity
  have hle : ∀ k ∈ range (n + 1), k ≤ n := by
    intro k hk
    have := Finset.mem_range.mp hk
    omega
  -- a vanishing sum of nonnegative terms vanishes term by term
  have hall := (Finset.sum_eq_zero_iff_of_nonneg (fun k hk =>
    mul_nonneg (hc k (hle k hk)) (hb k (hle k hk)).le)).mp hz
  apply hs
  refine Finset.sum_eq_zero fun k hk => ?_
  have hck : c k = 0 :=
    (mul_eq_zero.mp (hall k hk)).resolve_right (hb k (hle k hk)).ne'
  rw [hck, zero_mul]
```

The conclusion `∃ k ≤ n, c k < 0` places the negative coefficient among those that are actually used. The proof assumes the contrary, which gives `hc`: all used coefficients are nonnegative. The step `hb` shows that the weights are strictly positive at `t`. Then `Finset.sum_eq_zero_iff_of_nonneg` turns the vanishing sum into vanishing terms, and dividing out the positive weight leaves `c k = 0`. The form is then zero at `s` as well, against `hs`.

Q: My density also vanishes at the walls. Does that force a negative coefficient too?

A: A zero at a wall does not. Take \(n=4\), \(c_2=1\) and the other coefficients zero. The form is \(B(t)=6t^2(1-t)^2\), the unnormalised density of an amplitude proportional to \(t(1-t)\). It vanishes at both walls, is not identically zero, and has no negative coefficient. This is what fails if `0 < t` is weakened to `0 ≤ t`: at an endpoint some weights are zero, and a vanishing term no longer says anything about its coefficient. The hypothesis on `s` is needed as well, since the form with all coefficients zero vanishes everywhere and has no negative one.

Q: For the square itself, do you assume equality of polynomials?

A: Only equality of values on \([0,1]\), which equality of polynomials implies.

```lean
/-- Every Bernstein form, of any degree, that equals `(2t-1)^2` on `[0,1]` has a negative
coefficient. -/
theorem square_has_neg_coeff (n : ℕ) (c : ℕ → ℝ)
    (h : ∀ t ∈ Set.Icc (0 : ℝ) 1, bernsteinForm n c t = (2 * t - 1) ^ 2) :
    ∃ k ≤ n, c k < 0 := by
  -- the zero sits at 1/2, and the value at 0 is 1
  apply exists_neg_coeff_of_interior_zero n c (1 / 2) 0 (by norm_num) (by norm_num)
  · rw [h (1 / 2) ⟨by norm_num, by norm_num⟩]
    norm_num
  · rw [h 0 ⟨by norm_num, by norm_num⟩]
    norm_num
```

The proof supplies \(t=1/2\) and \(s=0\) to the previous theorem and evaluates the square at both points. No lower bound on `n` is needed, because for \(n<2\) no coefficients satisfy the hypothesis. That the hypothesis can be satisfied for every \(n\ge2\) is the content of the next theorem, which holds for all real `t`.

```lean
/-- In every degree `n ≥ 2` the coefficients `squareCoeff n` represent `(2t-1)^2`. -/
theorem square_bernsteinForm_witness (n : ℕ) (hn : 2 ≤ n) (t : ℝ) :
    bernsteinForm n (squareCoeff n) t = (2 * t - 1) ^ 2 := by
  have h2 : (2 : ℝ) ≤ n := by exact_mod_cast hn
  have hn0 : (n : ℝ) ≠ 0 := by linarith
  have hn1 : (n : ℝ) - 1 ≠ 0 := by linarith
  -- total weight, mean and variance of the binomial distribution
  have m0 : ∑ k ∈ range (n + 1), basis n k t = 1 := by
    have h := congrArg (Polynomial.eval t) (bernsteinPolynomial.sum ℝ n)
    simpa [Polynomial.eval_finsetSum, eval_bernstein] using h
  have m1 : ∑ k ∈ range (n + 1), (k : ℝ) * basis n k t = n * t := by
    have h := congrArg (Polynomial.eval t) (bernsteinPolynomial.sum_smul ℝ n)
    simpa [Polynomial.eval_finsetSum, eval_bernstein] using h
  have m2 : ∑ k ∈ range (n + 1), ((n : ℝ) * t - k) ^ 2 * basis n k t
      = n * t * (1 - t) := by
    have h := congrArg (Polynomial.eval t) (bernsteinPolynomial.variance ℝ n)
    simpa [Polynomial.eval_finsetSum, eval_bernstein] using h
  -- each term is a combination of the three moments
  have key : ∀ k : ℕ, squareCoeff n k * basis n k t =
      (4 * (((n : ℝ) * t - k) ^ 2 * basis n k t)
        + (8 * n * t - 4 * n) * ((k : ℝ) * basis n k t)
        + ((n : ℝ) ^ 2 - 4 * n ^ 2 * t ^ 2 - n) * basis n k t)
        / ((n : ℝ) * ((n : ℝ) - 1)) := by
    intro k
    unfold squareCoeff
    ring
  unfold bernsteinForm
  rw [Finset.sum_congr rfl (fun k _ => key k), ← Finset.sum_div,
    Finset.sum_add_distrib, Finset.sum_add_distrib, ← Finset.mul_sum,
    ← Finset.mul_sum, ← Finset.mul_sum, m2, m1, m0,
    div_eq_iff (mul_ne_zero hn0 hn1)]
  ring
```

The facts `m0`, `m1` and `m2` are the total, mean and variance. The step `key` is the expansion of \((2k-n)^2-n\), multiplied by the weight and divided by \(n(n-1)\). The long rewrite splits the sum into three and inserts the moments, and the last `ring` does the algebra that produces \(n(n-1)(2t-1)^2\).

Q: So raising the degree never cures the negative coefficient. Does it at least make it smaller?

A: In the long run, though not at every step. No coefficient lies below \(-1/(n-1)\), a bound that tends to zero, but going from an odd degree \(n\ge3\) to the next even one leaves the lowest coefficient unchanged: it is \(-1/3\) in degrees 3 and 4. To see the bound, add a constant \(\varepsilon\) to the density. Since the weights sum to one, each coefficient rises by \(\varepsilon\). At \(\varepsilon=1/(n-1)=n/(n(n-1))\) the numerator becomes a perfect square:

\[
c_k+\frac1{n-1}=\frac{(2k-n)^2}{n(n-1)}\ge 0 ,
\]

and a larger \(\varepsilon\) only helps.

```lean
/-- For `n ≥ 2` and `ε ≥ 1/(n-1)` the raised polynomial `(2t-1)^2 + ε` has the Bernstein
coefficients `squareCoeff n k + ε` in degree `n`, and they are all nonnegative. -/
theorem raised_square_coeff_nonneg (n : ℕ) (hn : 2 ≤ n) (ε : ℝ)
    (hε : 1 / ((n : ℝ) - 1) ≤ ε) :
    (∀ t, bernsteinForm n (fun k => squareCoeff n k + ε) t = (2 * t - 1) ^ 2 + ε) ∧
      ∀ k, 0 ≤ squareCoeff n k + ε := by
  have h2 : (2 : ℝ) ≤ n := by exact_mod_cast hn
  have hn0 : (0 : ℝ) < n := by linarith
  have hn1 : (0 : ℝ) < (n : ℝ) - 1 := by linarith
  constructor
  · intro t
    have m0 : ∑ k ∈ range (n + 1), basis n k t = 1 := by
      have h := congrArg (Polynomial.eval t) (bernsteinPolynomial.sum ℝ n)
      simpa [Polynomial.eval_finsetSum, eval_bernstein] using h
    have hw := square_bernsteinForm_witness n hn t
    unfold bernsteinForm at hw ⊢
    simp only [add_mul]
    rw [Finset.sum_add_distrib, ← Finset.mul_sum, m0, hw, mul_one]
  · intro k
    -- the shift 1/(n-1) completes the numerator to a square
    have heq : squareCoeff n k + 1 / ((n : ℝ) - 1)
        = (2 * (k : ℝ) - n) ^ 2 / ((n : ℝ) * ((n : ℝ) - 1)) := by
      have hinv : 1 / ((n : ℝ) - 1) = n / ((n : ℝ) * ((n : ℝ) - 1)) := by
        rw [div_eq_div_iff hn1.ne' (mul_pos hn0 hn1).ne']
        ring
      rw [hinv, squareCoeff, ← add_div]
      congr 1
      ring
    have hpos : 0 ≤ (2 * (k : ℝ) - n) ^ 2 / ((n : ℝ) * ((n : ℝ) - 1)) :=
      div_nonneg (sq_nonneg _) (mul_pos hn0 hn1).le
    linarith
```

The first half of the conclusion says that the shifted coefficients represent \((2t-1)^2+\varepsilon\), by `m0` and the previous theorem. The second half is the completed square `heq`, followed by `linarith` for larger \(\varepsilon\). Read the other way, if the node is filled in by a fixed \(\varepsilon>0\), every degree \(n\ge2\) with \(n\ge 1+1/\varepsilon\) gives nonnegative coefficients.

Q: Is \(1/(n-1)\) the smallest shift that works?

A: In even degree \(n=2m\) with \(m\ge1\), it is. At \(k=m\) the square \((2k-n)^2\) vanishes, which leaves

\[
c_m=\frac{-2m}{2m(2m-1)}=-\frac1{2m-1}=-\frac1{n-1},
\]

so any smaller shift leaves this coefficient negative. By the uniqueness of the coefficients in a fixed degree, no other choice of coefficients avoids this; the theorem itself only evaluates the middle coefficient.

```lean
/-- In even degree `2m` with `m ≥ 1` the middle coefficient `squareCoeff (2m) m` equals `-1/(2m-1)`.
-/
theorem middle_coeff (m : ℕ) (hm : 1 ≤ m) :
    squareCoeff (2 * m) m = -1 / (2 * (m : ℝ) - 1) := by
  have h1 : (1 : ℝ) ≤ m := by exact_mod_cast hm
  have ha : 2 * (m : ℝ) ≠ 0 := by linarith
  have hb : 2 * (m : ℝ) - 1 ≠ 0 := by linarith
  unfold squareCoeff
  push_cast
  rw [div_eq_div_iff (mul_ne_zero ha hb) hb]
  ring

end

end BernsteinPositivity
```

The proof unfolds the definition, clears the two nonzero denominators and finishes with `ring`. In odd degree \(n\ge3\) no \(k\) makes \(2k-n\) zero. The lowest coefficient is then \(-1/n\), and a shift of \(1/n\) is enough; that short computation is not proved in Lean here.

```lean
#print axioms BernsteinPositivity.nonneg_of_coeff_nonneg
#print axioms BernsteinPositivity.square_has_neg_coeff
#print axioms BernsteinPositivity.raised_square_coeff_nonneg
#print axioms BernsteinPositivity.middle_coeff
```

```
'BernsteinPositivity.nonneg_of_coeff_nonneg' depends on axioms: [propext, Classical.choice, Quot.sound]
'BernsteinPositivity.square_has_neg_coeff' depends on axioms: [propext, Classical.choice, Quot.sound]
'BernsteinPositivity.raised_square_coeff_nonneg' depends on axioms: [propext, Classical.choice, Quot.sound]
'BernsteinPositivity.middle_coeff' depends on axioms: [propext, Classical.choice, Quot.sound]
```

Q: What should I take from this for my fit?

A: For a polynomial density in one variable on a finite interval, nonnegative Bernstein coefficients are a safe constraint, but they exclude every density with an interior node except the zero density. A negative coefficient therefore does not by itself show that the density is negative somewhere, unless it is \(c_0\) or \(c_n\), which are the values of the form at the two ends. If the node matters, the constraint has to be a different one, for instance writing the density as the square of a real polynomial amplitude, which is nonnegative by construction and may vanish where it likes. The theorems concern exact real coefficients; they say nothing about rounding or about how well a polynomial approximates the sine-squared density you started from.
